# A resonant excited spin in an empty lossy resonator emits its photon after a mean time $K/(4g^2)+2/K$

A spin that starts excited and exchanges its energy resonantly, with coupling $g>0$, with an empty resonator of energy loss rate $K>0$ loses its photon to the outside with total probability one, after a mean time $K/(4g^2)+2/K$. This holds for a single excitation at zero temperature, in the rotating-wave approximation, when the resonator is the only channel of loss and the spin has no dephasing. Here $2g$ is the splitting, in angular frequency, of the two levels that share the excitation when there is no loss.

```lean
import Mathlib

open MeasureTheory Set Filter Topology

namespace SpinResonatorEmission

noncomputable section

/-- Resonant exchange, for times `t ≥ 0`, between a spin amplitude `a` and a photon amplitude `y`
with coupling `g`, in a resonator that loses energy at the rate `K`. -/
structure IsSpinCavity (g K : ℝ) (a y : ℝ → ℝ) : Prop where
  spin : ∀ t, 0 ≤ t → HasDerivAt a (-g * y t) t
  photon : ∀ t, 0 ≤ t → HasDerivAt y (g * a t - K / 2 * y t) t

/-- A quadratic form in the spin amplitude `a` and the photon amplitude `y`,
for nonzero `g` and `K`. -/
def residenceTime (g K a y : ℝ) : ℝ :=
  K / (4 * g ^ 2) * a ^ 2 - a * y / g + 2 / K * (a ^ 2 + y ^ 2)

variable {g K : ℝ} {a y : ℝ → ℝ}

/-- For a solution of the equations of motion, `a² + y²` has the derivative `-K y²` at every time
`t ≥ 0`. -/
theorem excitation_loss (h : IsSpinCavity g K a y) {t : ℝ} (ht : 0 ≤ t) :
    HasDerivAt (fun s => a s ^ 2 + y s ^ 2) (-(K * y t ^ 2)) t := by
  have h1 := ((h.spin t ht).fun_pow 2).fun_add ((h.photon t ht).fun_pow 2)
  refine h1.congr_deriv ?_
  norm_num
  ring

/-- For nonzero coupling and loss, the residence time form of a solution has the derivative
`-(a² + y²)` at every time `t ≥ 0`. -/
theorem residenceTime_rate (hg : g ≠ 0) (hK : K ≠ 0) (h : IsSpinCavity g K a y)
    {t : ℝ} (ht : 0 ≤ t) :
    HasDerivAt (fun s => residenceTime g K (a s) (y s)) (-(a t ^ 2 + y t ^ 2)) t := by
  have ha := h.spin t ht
  have hy := h.photon t ht
  have ha2 : HasDerivAt (fun s => a s ^ 2) (2 * a t * (-g * y t)) t :=
    (ha.fun_pow 2).congr_deriv (by norm_num)
  have h1 := ((ha2.const_mul (K / (4 * g ^ 2))).fun_sub ((ha.fun_mul hy).div_const g)).fun_add
    ((excitation_loss h ht).const_mul (2 / K))
  unfold residenceTime
  refine h1.congr_deriv ?_
  field_simp
  ring

/-- For positive coupling and loss, the residence time form lies between two positive multiples of
the sum of the squared amplitudes. -/
theorem residenceTime_bounds (hg : 0 < g) (hK : 0 < K) (u v : ℝ) :
    (u ^ 2 + v ^ 2) / K ≤ residenceTime g K u v ∧
    residenceTime g K u v ≤ (K / (4 * g ^ 2) + 1 / (2 * g) + 2 / K) * (u ^ 2 + v ^ 2) := by
  constructor
  · have e : residenceTime g K u v - (u ^ 2 + v ^ 2) / K
        = u ^ 2 / K + (K * u - 2 * g * v) ^ 2 / (4 * g ^ 2 * K) := by
      unfold residenceTime
      field_simp
      ring
    have p : 0 ≤ u ^ 2 / K + (K * u - 2 * g * v) ^ 2 / (4 * g ^ 2 * K) := by positivity
    linarith
  · have e : (K / (4 * g ^ 2) + 1 / (2 * g) + 2 / K) * (u ^ 2 + v ^ 2) - residenceTime g K u v
        = K / (4 * g ^ 2) * v ^ 2 + (u + v) ^ 2 / (2 * g) := by
      unfold residenceTime
      field_simp
      ring
    have p : 0 ≤ K / (4 * g ^ 2) * v ^ 2 + (u + v) ^ 2 / (2 * g) := by positivity
    linarith

/-- For positive coupling and loss, the residence time form decays at least exponentially. -/
theorem residenceTime_decay (hg : 0 < g) (hK : 0 < K) (h : IsSpinCavity g K a y) :
    ∃ r > 0, ∀ t, 0 ≤ t → residenceTime g K (a t) (y t)
      ≤ residenceTime g K (a 0) (y 0) * Real.exp (-(r * t)) := by
  obtain ⟨c, hc⟩ : ∃ c, c = K / (4 * g ^ 2) + 1 / (2 * g) + 2 / K := ⟨_, rfl⟩
  have hc0 : 0 < c := by rw [hc]; positivity
  refine ⟨1 / c, by positivity, fun t ht => ?_⟩
  have hW : ∀ s, 0 ≤ s → HasDerivAt
      (fun s => residenceTime g K (a s) (y s) * Real.exp (1 / c * s))
      (-(a s ^ 2 + y s ^ 2) * Real.exp (1 / c * s)
        + residenceTime g K (a s) (y s) * (Real.exp (1 / c * s) * (1 / c * 1))) s :=
    fun s hs => (residenceTime_rate hg.ne' hK.ne' h hs).fun_mul
      ((hasDerivAt_id' s).const_mul (1 / c)).exp
  -- the form multiplied by the growing exponential never increases
  have anti : AntitoneOn (fun s => residenceTime g K (a s) (y s) * Real.exp (1 / c * s))
      (Ici 0) := by
    refine antitoneOn_of_deriv_nonpos (convex_Ici 0)
      (fun s hs => (hW s hs).continuousAt.continuousWithinAt)
      (fun s hs => (hW s (interior_subset hs)).differentiableAt.differentiableWithinAt)
      (fun s hs => ?_)
    rw [(hW s (interior_subset hs)).deriv]
    have hb := (residenceTime_bounds hg hK (a s) (y s)).2
    rw [← hc] at hb
    have hr : 1 / c * residenceTime g K (a s) (y s) ≤ a s ^ 2 + y s ^ 2 := by
      rw [one_div_mul_eq_div, div_le_iff₀ hc0]
      linarith
    nlinarith [mul_nonneg (sub_nonneg.2 hr) (Real.exp_pos (1 / c * s)).le]
  have h1 := anti (mem_Ici.2 le_rfl) (mem_Ici.2 ht) ht
  simp only [mul_zero, Real.exp_zero, mul_one] at h1
  rw [Real.exp_neg, ← div_eq_mul_inv, le_div_iff₀ (Real.exp_pos _)]
  exact h1

/-- A quantity that tends to zero and is lost at a nonnegative rate `p` loses in total its
initial value. -/
theorem total_loss {F p : ℝ → ℝ} (hF : ∀ t, 0 ≤ t → HasDerivAt F (-(p t)) t)
    (hp : ∀ t, 0 ≤ t → 0 ≤ p t) (hl : Tendsto F atTop (𝓝 0)) :
    IntegrableOn p (Ioi 0) ∧ ∫ t in Ioi 0, p t = F 0 := by
  have d : ∀ t ∈ Ici (0 : ℝ), HasDerivAt (fun s => -F s) (p t) t :=
    fun t ht => (hF t ht).fun_neg.congr_deriv (neg_neg _)
  have n : ∀ t ∈ Ioi (0 : ℝ), 0 ≤ p t := fun t ht => hp t (le_of_lt ht)
  have l : Tendsto (fun s => -F s) atTop (𝓝 0) := by simpa using hl.neg
  refine ⟨integrableOn_Ioi_deriv_of_nonneg' d n l, ?_⟩
  rw [integral_Ioi_of_hasDerivAt_of_nonneg' d n l]
  ring

/-- For positive coupling and loss and any real initial amplitudes, the functions `K y²`, `t K y²`
and `a² + y²` are integrable over `t > 0`. The integral of the first is the initial value of
`a² + y²`, and the integrals of the other two both equal the initial residence time form. -/
theorem emission_integrals (hg : 0 < g) (hK : 0 < K) (h : IsSpinCavity g K a y) :
    (IntegrableOn (fun t => K * y t ^ 2) (Ioi 0) ∧
      ∫ t in Ioi 0, K * y t ^ 2 = a 0 ^ 2 + y 0 ^ 2) ∧
    (IntegrableOn (fun t => t * (K * y t ^ 2)) (Ioi 0) ∧
      ∫ t in Ioi 0, t * (K * y t ^ 2) = residenceTime g K (a 0) (y 0)) ∧
    (IntegrableOn (fun t => a t ^ 2 + y t ^ 2) (Ioi 0) ∧
      ∫ t in Ioi 0, (a t ^ 2 + y t ^ 2) = residenceTime g K (a 0) (y 0)) := by
  obtain ⟨r, hr, hdec⟩ := residenceTime_decay hg hK h
  have hlow : ∀ t, a t ^ 2 + y t ^ 2 ≤ K * residenceTime g K (a t) (y t) := fun t => by
    have := (div_le_iff₀ hK).1 (residenceTime_bounds hg hK (a t) (y t)).1
    linarith
  have hT0 : ∀ t, 0 ≤ residenceTime g K (a t) (y t) := fun t =>
    le_trans (by positivity) (residenceTime_bounds hg hK (a t) (y t)).1
  -- exponential decay beats the factor t
  have lE : Tendsto (fun t => residenceTime g K (a 0) (y 0) / r
      * ((r * t) ^ 1 * Real.exp (-(r * t)))) atTop (𝓝 0) := by
    have := ((Real.tendsto_pow_mul_exp_neg_atTop_nhds_zero 1).comp
      (tendsto_id.const_mul_atTop hr)).const_mul (residenceTime g K (a 0) (y 0) / r)
    rw [mul_zero] at this
    exact this
  have ltT : Tendsto (fun t => t * residenceTime g K (a t) (y t)) atTop (𝓝 0) := by
    refine squeeze_zero' ?_ ?_ lE
    · filter_upwards [eventually_ge_atTop 0] with t ht using mul_nonneg ht (hT0 t)
    · filter_upwards [eventually_ge_atTop 0] with t ht
      refine (mul_le_mul_of_nonneg_left (hdec t ht) ht).trans (le_of_eq ?_)
      field_simp
  have lT : Tendsto (fun t => residenceTime g K (a t) (y t)) atTop (𝓝 0) := by
    refine squeeze_zero' (Eventually.of_forall hT0) ?_ ltT
    filter_upwards [eventually_ge_atTop 1] with t ht
    nlinarith [mul_nonneg (sub_nonneg.2 ht) (hT0 t)]
  have lP : Tendsto (fun t => a t ^ 2 + y t ^ 2) atTop (𝓝 0) :=
    squeeze_zero (fun t => by positivity) hlow (by simpa using lT.const_mul K)
  have ltP : Tendsto (fun t => t * (a t ^ 2 + y t ^ 2)) atTop (𝓝 0) := by
    refine squeeze_zero' ?_ ?_ (by simpa using ltT.const_mul K)
    · filter_upwards [eventually_ge_atTop 0] with t ht using by positivity
    · filter_upwards [eventually_ge_atTop 0] with t ht
      nlinarith [mul_le_mul_of_nonneg_left (hlow t) ht]
  refine ⟨total_loss (fun t ht => excitation_loss h ht) (fun t _ => by positivity) lP, ?_,
    total_loss (fun t ht => residenceTime_rate hg.ne' hK.ne' h ht) (fun t _ => by positivity) lT⟩
  -- the first moment is the loss of t (a² + y²) plus the residence time form
  have m := total_loss (p := fun t => t * (K * y t ^ 2))
    (F := fun t => t * (a t ^ 2 + y t ^ 2) + residenceTime g K (a t) (y t))
    (fun t ht => (((hasDerivAt_id' t).fun_mul (excitation_loss h ht)).fun_add
      (residenceTime_rate hg.ne' hK.ne' h ht)).congr_deriv (by ring))
    (fun t ht => by positivity) (by simpa using ltP.add lT)
  simpa only [zero_mul, zero_add] using m

/-- An excited spin in an empty resonator, with positive coupling and loss, emits its photon with
total probability one and mean emission time `K/(4g²) + 2/K`, which is also the time integral of
the excitation probability. -/
theorem mean_emission_time (hg : 0 < g) (hK : 0 < K) (h : IsSpinCavity g K a y)
    (ha : a 0 = 1) (hy : y 0 = 0) :
    ∫ t in Ioi 0, K * y t ^ 2 = 1 ∧
    ∫ t in Ioi 0, t * (K * y t ^ 2) = K / (4 * g ^ 2) + 2 / K ∧
    ∫ t in Ioi 0, (a t ^ 2 + y t ^ 2) = K / (4 * g ^ 2) + 2 / K := by
  obtain ⟨⟨_, h1⟩, ⟨_, h2⟩, ⟨_, h3⟩⟩ := emission_integrals hg hK h
  have e : residenceTime g K 1 0 = K / (4 * g ^ 2) + 2 / K := by
    unfold residenceTime
    ring
  rw [ha, hy] at h1 h2 h3
  exact ⟨by rw [h1]; norm_num, h2.trans e, h3.trans e⟩

/-- At fixed positive coupling, the time `K/(4g²) + 2/K` is at least `√2/g` for every positive
loss rate, with equality exactly at `K = 2√2 g`. -/
theorem fastest_emission (hg : 0 < g) (hK : 0 < K) :
    √2 / g ≤ K / (4 * g ^ 2) + 2 / K ∧
    (K / (4 * g ^ 2) + 2 / K = √2 / g ↔ K = 2 * √2 * g) := by
  have gen : ∀ w : ℝ, K / (4 * g ^ 2) + 2 / K - w / g
      = (K - 2 * w * g) ^ 2 / (4 * g ^ 2 * K) + (2 - w ^ 2) / K := fun w => by
    field_simp
    ring
  have key := gen (√2)
  rw [Real.sq_sqrt (by norm_num : (0 : ℝ) ≤ 2), sub_self, zero_div, add_zero] at key
  have p : 0 ≤ (K - 2 * √2 * g) ^ 2 / (4 * g ^ 2 * K) := by positivity
  refine ⟨by linarith, fun e => ?_, fun e => ?_⟩
  · have z : (K - 2 * √2 * g) ^ 2 / (4 * g ^ 2 * K) = 0 := by linarith
    rcases div_eq_zero_iff.1 z with z | z
    · linarith [(pow_eq_zero_iff two_ne_zero).1 z]
    · exact absurd z (by positivity)
  · have z : (K - 2 * √2 * g) ^ 2 / (4 * g ^ 2 * K) = 0 := by
      rw [sub_eq_zero.2 e]
      simp
    linarith

/-- The spin amplitude `(1 + g t) exp(-g t)`. -/
def criticalSpin (g t : ℝ) : ℝ := (1 + g * t) * Real.exp (-(g * t))

/-- The photon amplitude `g t exp(-g t)`. -/
def criticalPhoton (g t : ℝ) : ℝ := g * t * Real.exp (-(g * t))

/-- At the loss rate `K = 4g` the two amplitudes above solve the equations of motion and start
from an excited spin and an empty resonator. -/
theorem isSpinCavity_witness (g : ℝ) :
    IsSpinCavity g (4 * g) (criticalSpin g) (criticalPhoton g) ∧
    criticalSpin g 0 = 1 ∧ criticalPhoton g 0 = 0 := by
  have hl : ∀ t : ℝ, HasDerivAt (fun s => g * s) (g * 1) t :=
    fun t => (hasDerivAt_id' t).const_mul g
  refine ⟨⟨fun t _ => ?_, fun t _ => ?_⟩, by simp [criticalSpin], by simp [criticalPhoton]⟩
  · refine (((hl t).const_add 1).fun_mul (hl t).fun_neg.exp).congr_deriv ?_
    unfold criticalPhoton
    ring
  · refine ((hl t).fun_mul (hl t).fun_neg.exp).congr_deriv ?_
    unfold criticalSpin criticalPhoton
    ring

end

end SpinResonatorEmission
```

```lean
#print axioms SpinResonatorEmission.mean_emission_time
#print axioms SpinResonatorEmission.fastest_emission
```

```
'SpinResonatorEmission.mean_emission_time' depends on axioms: [propext, Classical.choice, Quot.sound]
'SpinResonatorEmission.fastest_emission' depends on axioms: [propext, Classical.choice, Quot.sound]
```

## Three integrals for one photon

The spin has amplitude $a(t)$ for being excited, and the resonator has amplitude $y(t)$ for holding the photon. They obey

$$a'=-g\,y,\qquad y'=g\,a-\tfrac K2\,y .$$

The main theorem, `mean_emission_time`, takes $g,K>0$, a solution of these equations for $t\ge 0$, and the initial values $a(0)=1$, $y(0)=0$. It concludes that

$$\int_0^\infty K y^2\,dt=1,\qquad \int_0^\infty t\,K y^2\,dt=\int_0^\infty (a^2+y^2)\,dt=\frac{K}{4g^2}+\frac2K .$$

The first integral is the total emission probability, the second is the mean emission time, and the third is the time integral of the probability that the excitation is still present.

The more general `emission_integrals` allows any real initial amplitudes and also states that all three integrands are integrable. Lean gives the integral of a non-integrable function the value zero, so the nonzero values in `mean_emission_time` already imply integrability there. If the initial amplitudes are not normalised but not both zero, the mean emission time is the first moment divided by $a(0)^2+y(0)^2$.

## From the resonator to the equations

The structure `IsSpinCavity g K a y` contains the two equations of motion. Its functions are defined on the whole real line, but the equations are required only for $t\ge0$. At $t=0$ the derivative is two-sided, which costs nothing physically, since a solution of these linear equations extends to earlier times.

Several conventions are fixed here:

- $K$, often written $\kappa$, is the loss rate of the energy, so the photon amplitude decays at $K/2$.
- $g$ is an angular frequency, and without loss the two levels are split by $2g$.
- Both amplitudes are real. On resonance, with the spin excited at the start, the usual factor $-i$ of the photon amplitude has been absorbed into its phase.

The equations describe one spin and one mode in the rotating-wave approximation. Detuning, thermal photons, dephasing and other relaxation of the spin are absent. The step from the model to the experiment is the reading of $K y^2\,dt$ as the probability that the photon leaves the resonator between $t$ and $t+dt$. If $K$ includes absorption in the walls, "emission" counts that too.

For $K\gg g$ the first term of the mean time dominates. It is the inverse of the Purcell rate $4g^2/K$, at which a single resonant spin relaxes through a cold resonator; the second term, $2/K$, is the correction at finite loss rate.

## A quadratic form whose loss rate is the excitation probability

Write $P=a^2+y^2$. The exchange terms cancel in its derivative:

$$P'=2a(-gy)+2y\left(ga-\tfrac K2y\right)=-K y^2 .$$

This is `excitation_loss`. To integrate $P$ itself, look for a quadratic form $T=\alpha a^2+\beta ay+\gamma P$ with $T'=-P$. Since

$$(a^2)'=-2g\,ay,\qquad (ay)'=g a^2-g y^2-\tfrac K2\,ay,$$

we have

$$T'=\beta g\,a^2-(\beta g+\gamma K)\,y^2-\left(2g\alpha+\tfrac K2\beta\right)ay .$$

Matching this to $-a^2-y^2$ gives $\beta=-1/g$, then $\gamma=2/K$, then $\alpha=K/(4g^2)$. Hence

$$T=\frac{K}{4g^2}a^2-\frac{ay}{g}+\frac2K(a^2+y^2).$$

This is the definition `residenceTime`, and `residenceTime_rate` proves $T'=-P$. In both lemmas Lean assembles the derivative from the product and power rules, and `ring` confirms that it has the claimed form, after `field_simp` has cleared the denominators in the second. Despite its name, `residenceTime` is a time only when the amplitudes are normalised; otherwise it is a time weighted by $P$.

## Why nothing is left at late times

The integrals follow from the derivatives once the boundary terms at infinity vanish. Completing squares gives two identities:

$$T-\frac PK=\frac{a^2}{K}+\frac{(Ka-2gy)^2}{4g^2K},$$

$$cP-T=\frac{K}{4g^2}y^2+\frac{(a+y)^2}{2g},\qquad c=\frac{K}{4g^2}+\frac1{2g}+\frac2K .$$

Both right-hand sides are nonnegative, so $P/K\le T\le cP$. This is `residenceTime_bounds`, where `field_simp` and `ring` check the identities and `positivity` supplies the signs.

The upper bound gives

$$\left(T e^{t/c}\right)'=e^{t/c}\left(\frac Tc-P\right)\le0,$$

and therefore $T(t)\le T(0)e^{-t/c}$. In `residenceTime_decay` this is the statement `anti`, that the product never increases on $t\ge0$, compared between time $0$ and time $t$.

Since $0\le T$ and $0\le P\le KT$, and an exponential decay beats a factor $t$, the quantities $T$, $tT$, $P$ and $tP$ all tend to zero. The proof of `emission_integrals` establishes these limits by squeezing. It begins with $tT$ and obtains the limit of $T$ from $T\le tT$ for $t\ge1$.

## Integrating the losses

If $F'=-p$ with $p\ge0$, and $F\to0$, then $p$ is integrable and

$$\int_0^\infty p\,dt=F(0).$$

This is `total_loss`, an application of the fundamental theorem of calculus on the half line to $-F$. The proof of `emission_integrals` uses it three times:

- $F=P$ gives $\int_0^\infty K y^2\,dt=P(0)$.
- $F=T$ gives $\int_0^\infty P\,dt=T(0)$.
- $F=tP+T$ has derivative $P-tKy^2-P=-tKy^2$, so $\int_0^\infty tKy^2\,dt=T(0)$, because the term $tP$ vanishes at $t=0$.

For $a(0)=1$ and $y(0)=0$ these become $P(0)=1$ and $T(0)=K/(4g^2)+2/K$. `mean_emission_time` makes this substitution.

## The loss rate with the shortest mean time

The two terms of the mean time depend on $K$ in opposite ways: a small loss rate holds the photon in the resonator, and a large one slows the transfer out of the spin. At fixed $g$, the identity

$$\frac{K}{4g^2}+\frac2K-\frac{\sqrt2}{g}=\frac{(K-2\sqrt2\,g)^2}{4g^2K}$$

shows that the mean time is at least $\sqrt2/g$, with equality exactly at $K=2\sqrt2\,g$. This is `fastest_emission`, a statement about the formula alone; "fastest" refers to the mean. Lean proves the identity with a general number $w$ in place of $\sqrt2$, where a remainder $(2-w^2)/K$ appears, and then sets $w=\sqrt2$ to remove it.

## An explicit solution at critical damping

At $K=4g$ the equations have the solution

$$a=(1+gt)e^{-gt},\qquad y=gt\,e^{-gt}.$$

Differentiation gives $a'=-g^2t\,e^{-gt}=-gy$ and $y'=g(1-gt)e^{-gt}=ga-2gy$, as required, and the initial values are $1$ and $0$. These functions are `criticalSpin` and `criticalPhoton`, and `isSpinCavity_witness` carries out the check for every real $g$. For $g>0$ they meet all the assumptions of `mean_emission_time`, which then gives a mean emission time of $3/(2g)$.
